# In the Tietz potential the Thomas-Fermi density integrates to Z, and radial WKB motion with angular momentum l has a classically allowed region at zero energy exactly when Z > (2l+1)³/6

A semiclassical (WKB) calculation of orbitals in an atomic model potential needs to know for which angular momenta l the radial motion of a bound electron has a classically allowed region, since the phase integral runs between the turning points of that region. Take the Tietz potential φ(r) = Z/(r(1+kr)²) in atomic units, with nuclear charge Z > 0 and k = (2Z/9)^(1/3). With the usual WKB centrifugal term, in which (l+1/2)² replaces l(l+1), the test is whether Z exceeds (2l+1)³/6. The Thomas-Fermi density of the same potential at zero chemical potential contains exactly Z electrons.

```lean
import Mathlib

open Real MeasureTheory Filter Set Topology

namespace TietzAtom

noncomputable section

/-- The inverse screening length `k = (2Z/9)^(1/3)` of the Tietz potential, for `Z > 0`. -/
def screening (Z : ℝ) : ℝ := (2 * Z / 9) ^ (1 / 3 : ℝ)

/-- The Tietz potential `Z / (r (1 + k r)²)`, for `Z > 0` and radius `r > 0`. -/
def potential (Z r : ℝ) : ℝ := Z / (r * (1 + screening Z * r) ^ 2)

/-- The Thomas-Fermi electron density `(2 φ)^(3/2) / (3 π²)` in the Tietz potential,
for `Z > 0` and `r > 0`. -/
def density (Z r : ℝ) : ℝ := (2 * potential Z r) ^ (3 / 2 : ℝ) / (3 * π ^ 2)

/-- The dimensionless charge profile `arctan u + u (u² - 1) / (1 + u²)²`. -/
def profile (u : ℝ) : ℝ := arctan u + u * (u ^ 2 - 1) / (1 + u ^ 2) ^ 2

/-- The charge function `(2 Z / π) profile(√(k r))` of the radius `r`. -/
def enclosed (Z r : ℝ) : ℝ := 2 * Z / π * profile (√(screening Z * r))

/-- Angular momentum `l` is classically allowed if `2 r² φ(r)` exceeds `(l + 1/2)²`
at some radius `r > 0`. -/
def Allowed (Z : ℝ) (l : ℕ) : Prop :=
  ∃ r : ℝ, 0 < r ∧ ((l : ℝ) + 1 / 2) ^ 2 < 2 * r ^ 2 * potential Z r

/-- For `Z > 0` the inverse screening length is positive and its cube is `2Z/9`. -/
theorem screening_spec {Z : ℝ} (hZ : 0 < Z) :
    0 < screening Z ∧ screening Z ^ 3 = 2 * Z / 9 := by
  have h : 0 < 2 * Z / 9 := by positivity
  refine ⟨Real.rpow_pos_of_pos h _, ?_⟩
  rw [screening, ← Real.rpow_natCast, ← Real.rpow_mul h.le]
  norm_num

/-- For `Z > 0` and `r > 0` the density is `9 k⁶ / (π² (√(k r) (1 + k r))³)`. -/
theorem density_eq {Z r : ℝ} (hZ : 0 < Z) (hr : 0 < r) :
    density Z r = 9 * screening Z ^ 6 /
      (π ^ 2 * (√(screening Z * r) * (1 + screening Z * r)) ^ 3) := by
  obtain ⟨hk, hk3⟩ := screening_spec hZ
  have hu : 0 < √(screening Z * r) := Real.sqrt_pos.2 (by positivity)
  have hu2 : √(screening Z * r) ^ 2 = screening Z * r := Real.sq_sqrt (by positivity)
  -- twice the potential is a perfect square
  have h : 2 * potential Z r =
      (3 * screening Z ^ 2 / (√(screening Z * r) * (1 + screening Z * r))) ^ 2 := by
    calc 2 * potential Z r
        = 9 * screening Z ^ 3 / (r * (1 + screening Z * r) ^ 2) := by
          rw [hk3, potential]; ring
      _ = _ := by
          rw [div_pow, mul_pow (√(screening Z * r)), hu2,
            div_eq_div_iff (by positivity) (by positivity)]
          ring
  have hpow : ∀ y : ℝ, 0 ≤ y → (y ^ 2) ^ (3 / 2 : ℝ) = y ^ 3 := by
    intro y hy
    rw [← Real.rpow_natCast y 2, ← Real.rpow_mul hy, ← Real.rpow_natCast y 3]
    norm_num
  rw [density, h, hpow _ (by positivity), div_pow, div_div,
    div_eq_div_iff (by positivity) (by positivity)]
  ring

/-- The charge profile has derivative `8 u² / (1 + u²)³`. -/
theorem hasDerivAt_profile (u : ℝ) :
    HasDerivAt profile (8 * u ^ 2 / (1 + u ^ 2) ^ 3) u := by
  have hp : 1 + u ^ 2 ≠ 0 := by positivity
  have hs : HasDerivAt (fun v : ℝ => v ^ 2) (2 * u) u := by
    simpa using hasDerivAt_pow 2 u
  have hn := (hasDerivAt_id' u).fun_mul (hs.sub_const 1)
  have hd : HasDerivAt (fun v : ℝ => (1 + v ^ 2) ^ 2) (2 * (1 + u ^ 2) * (2 * u)) u :=
    ((hs.const_add 1).fun_pow 2).congr_deriv (by simp)
  have h := (Real.hasDerivAt_arctan u).fun_add (hn.fun_div hd (by positivity))
  exact h.congr_deriv (by field_simp; ring)

/-- For `Z > 0` and `r > 0` the charge function grows with the radius at the rate
`4 π r² n(r)`, the charge per unit thickness of a spherical shell. -/
theorem hasDerivAt_enclosed {Z r : ℝ} (hZ : 0 < Z) (hr : 0 < r) :
    HasDerivAt (enclosed Z) (4 * π * r ^ 2 * density Z r) r := by
  obtain ⟨hk, hk3⟩ := screening_spec hZ
  have hkr : 0 < screening Z * r := by positivity
  have hu2 : √(screening Z * r) ^ 2 = screening Z * r := Real.sq_sqrt hkr.le
  have hs : HasDerivAt (fun y => √(screening Z * y))
      (screening Z / (2 * √(screening Z * r))) r :=
    (((hasDerivAt_id' r).const_mul (screening Z)).sqrt hkr.ne').congr_deriv
      (by rw [mul_one])
  have hc := ((hasDerivAt_profile (√(screening Z * r))).comp r hs).const_mul (2 * Z / π)
  -- the chain rule, written in k and u = √(k r)
  have alg : ∀ k u : ℝ, 0 < k → 0 < u →
      2 * (9 / 2 * k ^ 3) / π * (8 * u ^ 2 / (1 + u ^ 2) ^ 3 * (k / (2 * u))) =
        4 * π * (u ^ 2 / k) ^ 2 * (9 * k ^ 6 / (π ^ 2 * (u * (1 + u ^ 2)) ^ 3)) := by
    intro k u hk hu
    field_simp
    ring
  have e := alg _ _ hk (Real.sqrt_pos.2 hkr)
  have e1 : 9 / 2 * screening Z ^ 3 = Z := by rw [hk3]; ring
  have e2 : √(screening Z * r) ^ 2 / screening Z = r := by
    rw [hu2, mul_div_cancel_left₀ r hk.ne']
  rw [e1, e2, hu2] at e
  refine hc.congr_deriv ?_
  rw [density_eq hZ hr, hu2]
  exact e

/-- For `Z > 0` the charge function tends to `Z` at large radius. -/
theorem tendsto_enclosed {Z : ℝ} (hZ : 0 < Z) :
    Tendsto (enclosed Z) atTop (𝓝 Z) := by
  have h0 : Tendsto (fun u : ℝ => u * (u ^ 2 - 1) / (1 + u ^ 2) ^ 2) atTop (𝓝 0) := by
    refine squeeze_zero' ?_ ?_ tendsto_inv_atTop_zero
    · filter_upwards [eventually_ge_atTop (1 : ℝ)] with u hu
      have h1 : 0 ≤ u ^ 2 - 1 := by nlinarith
      have h2 : 0 ≤ u := by linarith
      positivity
    · filter_upwards [eventually_gt_atTop (0 : ℝ)] with u hu
      rw [← one_div, div_le_div_iff₀ (by positivity) hu]
      nlinarith [sq_nonneg u]
  have hp : Tendsto profile atTop (𝓝 (π / 2 + 0)) :=
    (Real.tendsto_arctan_atTop.mono_right nhdsWithin_le_nhds).add h0
  have hs : Tendsto (fun r => √(screening Z * r)) atTop atTop :=
    Real.tendsto_sqrt_atTop.comp (tendsto_id.const_mul_atTop (screening_spec hZ).1)
  have h := (hp.comp hs).const_mul (2 * Z / π)
  have e : 2 * Z / π * (π / 2 + 0) = Z := by
    rw [add_zero]; field_simp
  rw [e] at h
  exact h

/-- Neutrality of the Tietz atom: for `Z > 0` the Thomas-Fermi density integrates over
three-dimensional space to `Z`. -/
theorem integral_density {Z : ℝ} (hZ : 0 < Z) :
    ∫ x : EuclideanSpace ℝ (Fin 3), density Z ‖x‖ = Z := by
  have hprof : Continuous profile :=
    continuous_iff_continuousAt.2 fun u => (hasDerivAt_profile u).continuousAt
  have hcont : Continuous (enclosed Z) :=
    continuous_const.mul (hprof.comp
      (Real.continuous_sqrt.comp (continuous_const.mul continuous_id)))
  -- the radial integral, from the charge function
  have hrad : ∫ r in Ioi (0 : ℝ), 4 * π * r ^ 2 * density Z r = Z - enclosed Z 0 := by
    refine integral_Ioi_of_hasDerivAt_of_nonneg hcont.continuousWithinAt
      (fun r hr => hasDerivAt_enclosed hZ hr) (fun r hr => ?_) (tendsto_enclosed hZ)
    have hr' : 0 < r := hr
    unfold density potential
    positivity
  have hzero : enclosed Z 0 = 0 := by simp [enclosed, profile]
  have hpull : ∫ r in Ioi (0 : ℝ), 4 * π * r ^ 2 * density Z r =
      4 * π * ∫ r in Ioi (0 : ℝ), r ^ 2 * density Z r := by
    rw [← integral_const_mul]
    congr 1
    funext r
    ring
  rw [hpull, hzero, sub_zero] at hrad
  -- polar coordinates in three dimensions
  have hball : (volume : Measure (EuclideanSpace ℝ (Fin 3))).real (Metric.ball 0 1) =
      π * 4 / 3 := by
    rw [Measure.real, EuclideanSpace.volume_ball_fin_three, ENNReal.ofReal_one, one_pow,
      one_mul, ENNReal.toReal_ofReal (by positivity)]
  have h := integral_fun_norm_addHaar
    (volume : Measure (EuclideanSpace ℝ (Fin 3))) (density Z)
  rw [h, hball, finrank_euclideanSpace_fin]
  simp only [nsmul_eq_mul, smul_eq_mul, Nat.reduceSub]
  push_cast
  linear_combination hrad

/-- For `Z > 0` and `r > 0`, `2 r² φ(r)` is at most `Z / (2k)`, with equality exactly
at `k r = 1`. -/
theorem barrier_max {Z r : ℝ} (hZ : 0 < Z) (hr : 0 < r) :
    2 * r ^ 2 * potential Z r ≤ Z / (2 * screening Z) ∧
      (2 * r ^ 2 * potential Z r = Z / (2 * screening Z) ↔ screening Z * r = 1) := by
  have hk := (screening_spec hZ).1
  have hp : 0 < 1 + screening Z * r := by positivity
  -- the distance to the maximum is a square
  have gap : Z / (2 * screening Z) - 2 * r ^ 2 * potential Z r =
      Z * (1 - screening Z * r) ^ 2 /
        (2 * screening Z * (1 + screening Z * r) ^ 2) := by
    unfold potential
    field_simp
    ring
  refine ⟨?_, fun h => ?_, fun h => ?_⟩
  · have : 0 ≤ Z * (1 - screening Z * r) ^ 2 /
        (2 * screening Z * (1 + screening Z * r) ^ 2) := by positivity
    linarith
  · by_contra hne
    have hsq : 0 < (1 - screening Z * r) ^ 2 :=
      (sq_nonneg _).lt_of_ne' (pow_ne_zero 2 (sub_ne_zero.2 (Ne.symm hne)))
    have : 0 < Z * (1 - screening Z * r) ^ 2 /
        (2 * screening Z * (1 + screening Z * r) ^ 2) :=
      div_pos (mul_pos hZ hsq) (by positivity)
    linarith
  · have : Z * (1 - screening Z * r) ^ 2 /
        (2 * screening Z * (1 + screening Z * r) ^ 2) = 0 := by
      rw [h]; simp
    linarith

/-- Onset of angular momentum `l` in the Tietz atom: for `Z > 0` it is classically allowed
if and only if `Z > (2l+1)³/6`. -/
theorem allowed_iff {Z : ℝ} (hZ : 0 < Z) (l : ℕ) :
    Allowed Z l ↔ (2 * (l : ℝ) + 1) ^ 3 / 6 < Z := by
  obtain ⟨hk, hk3⟩ := screening_spec hZ
  have hmax : Z / (2 * screening Z) = (3 * screening Z / 2) ^ 2 := by
    rw [div_eq_iff (by positivity)]
    linear_combination (-9 / 2) * hk3
  have hl : (0 : ℝ) ≤ (l : ℝ) + 1 / 2 := by positivity
  have hk' : 0 ≤ 3 * screening Z / 2 := by positivity
  -- only the maximum over r matters
  have h1 : Allowed Z l ↔ ((l : ℝ) + 1 / 2) ^ 2 < (3 * screening Z / 2) ^ 2 := by
    rw [← hmax]
    constructor
    · rintro ⟨r, hr, h⟩
      exact h.trans_le (barrier_max hZ hr).1
    · intro h
      have hr : 0 < 1 / screening Z := by positivity
      refine ⟨1 / screening Z, hr, ?_⟩
      rw [(barrier_max hZ hr).2.2 (mul_one_div_cancel hk.ne')]
      exact h
  -- pass from squares to cubes, where k³ = 2Z/9
  rw [h1, pow_lt_pow_iff_left₀ hl hk' two_ne_zero,
    ← pow_lt_pow_iff_left₀ hl hk' three_ne_zero]
  have e1 : ((l : ℝ) + 1 / 2) ^ 3 = 3 / 4 * ((2 * (l : ℝ) + 1) ^ 3 / 6) := by ring
  have e2 : (3 * screening Z / 2) ^ 3 = 3 / 4 * Z := by
    linear_combination (27 / 8) * hk3
  rw [e1, e2]
  constructor <;> intro h <;> linarith

/-- For integer nuclear charge `N > 0`, `l = 1` is classically allowed exactly from `N = 5`,
`l = 2` from `N = 21` and `l = 3` from `N = 58`. -/
theorem onset_p_d_f {N : ℕ} (hN : 0 < N) :
    (Allowed N 1 ↔ 5 ≤ N) ∧ (Allowed N 2 ↔ 21 ≤ N) ∧ (Allowed N 3 ↔ 58 ≤ N) := by
  have h : ∀ l : ℕ, Allowed N l ↔ (2 * l + 1) ^ 3 < N * 6 := by
    intro l
    rw [allowed_iff (Nat.cast_pos.2 hN), div_lt_iff₀ (by norm_num)]
    norm_cast
  refine ⟨(h 1).trans ?_, (h 2).trans ?_, (h 3).trans ?_⟩ <;> norm_num <;> omega

end

end TietzAtom
```

```lean
#print axioms TietzAtom.integral_density
#print axioms TietzAtom.onset_p_d_f
```

```
'TietzAtom.integral_density' depends on axioms: [propext, Classical.choice, Quot.sound]
'TietzAtom.onset_p_d_f' depends on axioms: [propext, Classical.choice, Quot.sound]
```

## An atom with one length scale

The units are atomic units, and an electron at distance r from the nucleus has potential energy −φ(r). In the file φ is `potential`, and k is `screening`, an inverse length.

Thomas-Fermi theory fills momentum space locally up to a Fermi momentum p. In a neutral atom the chemical potential is zero, so p² = 2φ, and two spin states per orbital give the density n = p³/(3π²). This is `density`:

n(r) = (2φ(r))^(3/2) / (3π²)

The theorem `integral_density` says that the integral of n(‖x‖) over `EuclideanSpace ℝ (Fin 3)`, ordinary space with its usual volume, equals Z. Lean assigns the value 0 to the integral of a non-integrable function, so the nonzero answer also shows that n is integrable.

The value of k stands for neutrality. If k is left free, the same integral gives Z·√(2Z/(9k³)), which equals Z only for k³ = 2Z/9. The potential remains a model: it is not the electrostatic potential produced by the nucleus together with n.

For the angular momentum, the semiclassical radial momentum at energy E satisfies

p_r² = 2(E + φ(r)) − (l+1/2)²/r²,

where (l+1/2)² replaces l(l+1), as is usual in radial WKB. At E = 0 this is positive exactly when 2r²φ(r) > (l+1/2)². The proposition `Allowed Z l` says that some r > 0 satisfies this inequality. Because the inequality is strict, such a region then survives at slightly negative energies, where bound states lie. `Allowed` does not say that a bound state with this l exists, or that it is occupied.

The theorem `allowed_iff` gives the threshold for real Z > 0 and every natural l, including l = 0. For a positive integer nuclear charge N, `onset_p_d_f` places the onsets of l = 1, 2 and 3 at N = 5, 21 and 58. These are boron, scandium and cerium, where the first p, d and f electrons appear in the ground states of neutral atoms. The agreement concerns the onset of an allowed region, not of binding: in this potential the first bound state with each of these l appears only at a larger N.

## Counting the electrons

Put u = √(kr), so that r = u²/k, and use 2Z = 9k³, which is the content of `screening_spec`. Then twice the potential is a perfect square:

2φ = 9k³/(r(1+u²)²) = 9k⁴/(u²(1+u²)²) = (3k²/(u(1+u²)))²

Its power 3/2 is the cube of the bracket, and therefore

n = 9k⁶ / (π² u³ (1+u²)³).

This is `density_eq`. Its auxiliary statement `hpow` turns (y²)^(3/2) into y³ for y ≥ 0.

The number of electrons within radius r has a closed form, called `enclosed`:

Q(r) = (2Z/π) P(u), with P(u) = arctan u + u(u²−1)/(1+u²)²

Differentiating P, which is `profile`, gives

P′(u) = 1/(1+u²) + [(3u²−1)(1+u²) − 4u²(u²−1)]/(1+u²)³.

Over the common denominator (1+u²)³ the constants and the fourth powers cancel in the numerator, and 8u² remains. Hence P′(u) = 8u²/(1+u²)³, as `hasDerivAt_profile` states. Since du/dr = k/(2u), the chain rule and Z = 9k³/2 give

Q′(r) = (2Z/π) · 8u²/(1+u²)³ · k/(2u) = 36k⁴u/(π(1+u²)³).

The charge per unit thickness of a spherical shell is the same expression:

4πr²n = 4π(u⁴/k²) · 9k⁶/(π²u³(1+u²)³) = 36k⁴u/(π(1+u²)³)

This equality is `hasDerivAt_enclosed`. The identity is first proved there as `alg`, for arbitrary positive k and u, so that `field_simp` and `ring` deal with a rational expression and meet no square roots.

At r = 0 both terms of P vanish, so Q(0) = 0. For u ≥ 1 the second term lies between 0 and 1/u, while arctan u tends to π/2. Thus Q(r) tends to (2Z/π)(π/2) = Z, which is `tendsto_enclosed`. The total is Z − 0 = Z.

## From the derivative to the volume integral

The Mathlib theorem that carries the count is `integral_Ioi_of_hasDerivAt_of_nonneg`, a form of the fundamental theorem of calculus on a half-line. It asks for four things: continuity of Q at the left endpoint, the derivative of Q at every r > 0, a nonnegative derivative, and a limit at infinity. It returns the integral of Q′ as the limit minus Q(0).

This suits the atom at both ends. The density diverges like r^(−3/2) at the nucleus, but no derivative is required there, only continuity. At large r no separate estimate of the tail is needed, because a function that increases to a finite limit has an integrable derivative. The nonnegativity is physically plain, since n is a density, and `positivity` proves it.

It remains to pass from the radius to space. The theorem `integral_fun_norm_addHaar` writes the integral of a function of ‖x‖ as the dimension, times the volume of the unit ball, times the integral of r² n(r) over r > 0. Here the prefactor is 3 · 4π/3 = 4π, and `linear_combination hrad` inserts the radial result.

## The height of the centrifugal threshold

The quantity to be compared with (l+1/2)² is 2r²φ = 2Zr/(1+kr)². Subtract it from Z/(2k):

Z/(2k) − 2Zr/(1+kr)² = Z[(1+kr)² − 4kr]/(2k(1+kr)²) = Z(1−kr)²/(2k(1+kr)²)

The right-hand side is never negative, and it vanishes only at kr = 1. So the maximum of 2r²φ is Z/(2k), attained at r = 1/k and nowhere else. In `barrier_max` this identity is called `gap`, and both the bound and the case of equality are read off from it.

Some r > 0 therefore satisfies the condition exactly when r = 1/k does. With Z = 9k³/2 the maximum is Z/(2k) = (3k/2)², and the condition becomes

(l+1/2)² < (3k/2)².

Both bases are nonnegative, so this is equivalent to l+1/2 < 3k/2, and again to the inequality between the cubes:

(2l+1)³/8 < 27k³/8 = 3Z/4

Multiplying by 4/3 gives (2l+1)³/6 < Z. In `allowed_iff` the lemma `pow_lt_pow_iff_left₀` is used twice, once to remove the squares and once to introduce the cubes.

For integer charge N the condition reads (2l+1)³ < 6N. The left-hand sides for l = 1, 2, 3 are 27, 125 and 343, and `omega` verifies that the smallest admissible N are 5, 21 and 58.

## Turning points for Z = 26

Take iron, with Z = 26. Then k ≈ 1.794, and the maximum of 2r²φ is about 7.24. The values of (l+1/2)² for l = 0, 1, 2, 3 are 0.25, 2.25, 6.25 and 12.25, so s, p and d motion have allowed regions and f motion has none. The list of radial problems for a WKB calculation in this potential ends at l = 2.

For l = 2 the zero-energy turning points solve 2Zr/(1+kr)² = 6.25, a quadratic equation in r with roots r ≈ 0.26 and r ≈ 1.21 bohr. At negative energy any allowed region lies inside this interval, so the two roots bracket the search for turning points. An allowed region is not yet a level: at zero energy the integral of p_r between the two roots is 2π(3k/2 − 5/2) ≈ 1.20, and it is smaller at negative energy, while the lowest WKB level needs π/2 ≈ 1.57. So for Z = 26 the l = 2 problem has to be examined, but it yields no bound d level in this potential.
